# A one-subband test for truncation errors in the zero-temperature Fermi level at fixed subband edges

**Q:** Suppose a Schrödinger–Poisson solver keeps too few subbands. It still puts the whole prescribed sheet density into them, so the Fermi level comes out too high, and the filling equation is satisfied all the same. With edges $0, 1, 2$, unit density of states and density $2$, one subband gives $\mu=2$, while all three give $3/2$. Can a formal statement about sums of maxima really detect that?

**A:** Yes, at zero temperature and for the potential of one iteration. Count the edges from zero, $e_0\le\dots\le e_{K-1}$, and keep the lowest $M<K$. The first neglected edge is then $e_M$. Let every subband have the constant density of states $D>0$, and define

$$n_M(\mu)=D\sum_{i<M}\max(0,\mu-e_i),\qquad S(\mu)=\sum_{i=M}^{K-1}\max(0,\mu-e_i).$$

Then $n_K=n_M+DS$. The Fermi levels $\mu_M$ and $\mu_K$ solve $n_M(\mu_M)=N$ and $n_K(\mu_K)=N$, with $N>0$.

**Q:** Why is $\mu_K\le\mu_M$?

**A:** Where $n_M$ is positive, some subband is occupied. Raising $\mu$ raises its term and lowers no other, so $n_M$ strictly increases. If $\mu_K>\mu_M$, then $n_K(\mu_K)\ge n_M(\mu_K)>n_M(\mu_M)=N$, a contradiction. Comparing two solutions with the same number of subbands in both directions gives uniqueness.

For the test, insert $\mu_M$ into the full density: $n_K(\mu_M)=N+DS(\mu_M)$. If $\mu_M=\mu_K$, the left side is $N$, so $S(\mu_M)=0$. Conversely, if $S(\mu_M)=0$, then $\mu_M$ solves the full problem, and uniqueness gives $\mu_M=\mu_K$. Since the edges are sorted, $S(\mu_M)=0$ exactly when $\mu_M\le e_M$.

**Q:** And if the test fails, how large is the error?

**A:** Write $\delta=\mu_M-\mu_K$. Subtracting $n_K(\mu_K)=N$ and dividing by $D$ gives

$$\sum_{i<K}\bigl[\max(0,\mu_M-e_i)-\max(0,\mu_K-e_i)\bigr]=S(\mu_M).$$

Each bracket lies between $0$ and $\delta$, so $S(\mu_M)\le K\delta$. Now let $\mu_M>e_M$. Then $\mu_K>e_M$ too: otherwise $S(\mu_K)=0$, so $\mu_K$ would solve the truncated problem and equal $\mu_M$, which is above $e_M$. Hence the lowest $M+1$ brackets each equal $\delta$, and $(M+1)\delta\le S(\mu_M)$. If $\mu_M\le e_M$, both sides vanish. Altogether,

$$\frac{S(\mu_M)}{K}\le\mu_M-\mu_K\le\frac{S(\mu_M)}{M+1}.$$

For $K=M+1$ the bounds meet.

**Q:** Now the code. What are its physical objects?

**A:** `sheetDensity D e M μ` is $n_M(\mu)$ and `spill e M K μ` is $S(\mu)$, without the factor $D$. The constant $D$ stands for parabolic in-plane motion with the same mass and degeneracy in every subband. The sequence `e` is infinite, but only its first `K` entries matter.

In Lean 4 with Mathlib:

```lean
import Mathlib

open Finset

namespace SubbandTruncation

noncomputable section

/-- Zero-temperature sheet density of the first `M` subbands with edges `e 0, e 1, ...` at Fermi
level `μ`, each subband having the constant density of states `D`. -/
def sheetDensity (D : ℝ) (e : ℕ → ℝ) (M : ℕ) (μ : ℝ) : ℝ :=
  D * ∑ i ∈ range M, max 0 (μ - e i)

/-- Density, in units of the density of states, that the subbands `M, ..., K - 1` would hold
at Fermi level `μ`. -/
def spill (e : ℕ → ℝ) (M K : ℕ) (μ : ℝ) : ℝ :=
  ∑ i ∈ Ico M K, max 0 (μ - e i)
```

**Q:** Where does the split between kept and neglected subbands enter?

**A:** As an identity, obtained by cutting the range of summation at `M`. It needs no sorting and no sign of `D`.

```lean
/-- The density of `K` subbands is that of the first `M ≤ K` plus the density in the rest. -/
theorem sheetDensity_split (D : ℝ) (e : ℕ → ℝ) {M K : ℕ} (hMK : M ≤ K) (μ : ℝ) :
    sheetDensity D e K μ = sheetDensity D e M μ + D * spill e M K μ := by
  unfold sheetDensity spill
  rw [← Finset.sum_range_add_sum_Ico _ hMK, mul_add]
```

Strict growth comes next. The proof finds an occupied subband by contradiction, since otherwise the sum would be at most zero. `Finset.sum_lt_sum` then combines its strict increase with the weak increase of the others.

```lean
/-- For `D > 0`, raising the Fermi level strictly raises a density that is already positive. -/
theorem sheetDensity_lt {D : ℝ} (hD : 0 < D) {e : ℕ → ℝ} {M : ℕ} {μ ν : ℝ}
    (hpos : 0 < sheetDensity D e M μ) (h : μ < ν) :
    sheetDensity D e M μ < sheetDensity D e M ν := by
  unfold sheetDensity at *
  have hS := (mul_pos_iff_of_pos_left hD).1 hpos
  -- a positive density needs an occupied subband
  have hocc : ∃ i ∈ range M, 0 < μ - e i := by
    by_contra hne
    have hz : ∑ i ∈ range M, max 0 (μ - e i) ≤ 0 := by
      apply Finset.sum_nonpos
      intro i hi
      exact max_le le_rfl (not_lt.1 fun hc => hne ⟨i, hi, hc⟩)
    linarith
  obtain ⟨i, hi, hpi⟩ := hocc
  apply mul_lt_mul_of_pos_left _ hD
  apply Finset.sum_lt_sum
  · intro j _
    exact max_le_max le_rfl (by linarith)
  · refine ⟨i, hi, ?_⟩
    rw [max_eq_right hpi.le, max_eq_right (by linarith)]
    linarith
```

The ordering of the Fermi levels follows by the contradiction given above: `h1` is the strict growth, `h2` the split and `h4` the nonnegative neglected density.

```lean
/-- At fixed positive density and `D > 0`, keeping fewer subbands never lowers the
Fermi level. -/
theorem fermi_le_truncated {D N : ℝ} (hD : 0 < D) (hN : 0 < N) {e : ℕ → ℝ} {M K : ℕ}
    (hMK : M ≤ K) {μM μK : ℝ} (hM : sheetDensity D e M μM = N)
    (hK : sheetDensity D e K μK = N) : μK ≤ μM := by
  by_contra hc
  have h1 := sheetDensity_lt hD (hM.symm ▸ hN) (not_le.1 hc)
  have h2 := sheetDensity_split D e hMK μK
  have h3 : 0 ≤ spill e M K μK := Finset.sum_nonneg fun i _ => le_max_left _ _
  have h4 := mul_nonneg hD.le h3
  linarith
```

**Q:** The Fermi levels seem to be handed in. Does the file show that they exist?

**A:** No. They enter through the equations `hM` and `hK`. Uniqueness follows from `fermi_le_truncated` with equal subband numbers; existence is the usual continuity argument, as $n_M$ rises from zero without bound when $M\ge1$. That condition need not be stated, because zero subbands cannot hold $N>0$.

**Q:** And the sorting?

**A:** `MonotoneOn e (Set.Iio K)` says that the edges with indices below `K` are in nondecreasing order, so degeneracies are allowed. The `M` subbands kept are then the lowest of the `K` listed. Sorting cannot reveal a state that the eigensolver has missed, so the list itself must be complete. The next lemma uses the order: a sum of nonnegative terms vanishes only if each term does, and once subband `M` is empty, so are those above it.

```lean
/-- For sorted subband edges and `M < K`, the subbands `M, ..., K - 1` are all empty exactly
when the Fermi level does not exceed the lowest of their edges, `e M`. -/
theorem spill_eq_zero_iff {e : ℕ → ℝ} {M K : ℕ} (he : MonotoneOn e (Set.Iio K))
    (hMK : M < K) (μ : ℝ) : spill e M K μ = 0 ↔ μ ≤ e M := by
  unfold spill
  rw [Finset.sum_eq_zero_iff_of_nonneg (fun i _ => le_max_left _ _)]
  constructor
  · intro h
    have h1 := h M (Finset.mem_Ico.2 ⟨le_rfl, hMK⟩)
    have h2 := le_max_right 0 (μ - e M)
    linarith
  · intro h i hi
    obtain ⟨h1, h2⟩ := Finset.mem_Ico.1 hi
    have h3 := he (Set.mem_Iio.2 hMK) (Set.mem_Iio.2 h2) h1
    exact max_eq_left (by linarith)
```

The main theorem has the two parts derived above, the ordering and the equivalence. Its proof rewrites `μM ≤ e M` as zero spill, then treats the two directions separately.

```lean
/-- Let `μM` and `μK` be the Fermi levels that place the same density `N > 0` in the lowest `M`
and in all `K > M` sorted subbands, with `D > 0`. Then `μK ≤ μM`, with equality exactly when
`μM` does not exceed the first neglected edge `e M`. -/
theorem truncation_test {D N : ℝ} (hD : 0 < D) (hN : 0 < N) {e : ℕ → ℝ} {M K : ℕ}
    (he : MonotoneOn e (Set.Iio K)) (hMK : M < K) {μM μK : ℝ}
    (hM : sheetDensity D e M μM = N) (hK : sheetDensity D e K μK = N) :
    μK ≤ μM ∧ (μM = μK ↔ μM ≤ e M) := by
  have hle := fermi_le_truncated hD hN hMK.le hM hK
  have hs := sheetDensity_split D e hMK.le μM
  refine ⟨hle, ?_⟩
  rw [← spill_eq_zero_iff he hMK μM]
  constructor
  · intro h
    rw [← h] at hK
    have h0 : D * spill e M K μM = 0 := by linarith
    exact (mul_eq_zero.1 h0).resolve_left hD.ne'
  · intro h
    -- without spill, `μM` also solves the full problem
    rw [h, mul_zero, add_zero, hM] at hs
    exact le_antisymm (fermi_le_truncated hD hN le_rfl hK hs) hle
```

**Q:** So only `e M` is needed beyond the truncated calculation?

**A:** For the test, yes. The error bounds use the spill, hence all neglected edges below $\mu_M$. In their proof, `key` is the bracket identity, the first `calc` bounds each bracket by $\delta$, and `hocc` shows that subband `M` is occupied at `μK`.

```lean
/-- For sorted subbands, `D > 0`, `N > 0` and `M < K`, the error of the truncated Fermi level
lies between the spill at `μM` divided by `K` and the same spill divided by `M + 1`. -/
theorem truncation_error_bounds {D N : ℝ} (hD : 0 < D) (hN : 0 < N) {e : ℕ → ℝ} {M K : ℕ}
    (he : MonotoneOn e (Set.Iio K)) (hMK : M < K) {μM μK : ℝ}
    (hM : sheetDensity D e M μM = N) (hK : sheetDensity D e K μK = N) :
    spill e M K μM / K ≤ μM - μK ∧ μM - μK ≤ spill e M K μM / (M + 1) := by
  obtain ⟨hle, htest⟩ := truncation_test hD hN he hMK hM hK
  have hKpos : (0 : ℝ) < K := by exact_mod_cast (Nat.zero_le M).trans_lt hMK
  have hMpos : (0 : ℝ) < (M : ℝ) + 1 := by positivity
  -- the spill is what the full system loses when its level drops from `μM` to `μK`
  have key : ∑ i ∈ range K, (max 0 (μM - e i) - max 0 (μK - e i)) = spill e M K μM := by
    have hs := sheetDensity_split D e hMK.le μM
    rw [hM] at hs
    unfold sheetDensity at hs hK
    rw [Finset.sum_sub_distrib]
    apply mul_left_cancel₀ hD.ne'
    linear_combination hs - hK
  constructor
  · rw [div_le_iff₀ hKpos, ← key]
    calc ∑ i ∈ range K, (max 0 (μM - e i) - max 0 (μK - e i))
        ≤ ∑ _i ∈ range K, (μM - μK) := by
          apply Finset.sum_le_sum
          intro i _
          have h1 : max 0 (μM - e i) ≤ max 0 (μK - e i) + (μM - μK) :=
            max_le (by linarith [le_max_left 0 (μK - e i)])
              (by linarith [le_max_right 0 (μK - e i)])
          linarith
      _ = (μM - μK) * K := by
          rw [Finset.sum_const, Finset.card_range, nsmul_eq_mul, mul_comm]
  · rw [le_div_iff₀ hMpos]
    by_cases hc : μM ≤ e M
    · rw [(spill_eq_zero_iff he hMK μM).2 hc, htest.2 hc, sub_self, zero_mul]
    · -- a harmful truncation means that subband `M` is occupied at `μK`
      have hocc : e M < μK := by
        by_contra hn
        have hs := sheetDensity_split D e hMK.le μK
        rw [(spill_eq_zero_iff he hMK μK).2 (not_lt.1 hn), mul_zero, add_zero, hK] at hs
        have h1 := fermi_le_truncated hD hN le_rfl hs.symm hM
        exact hc (h1.trans (not_lt.1 hn))
      rw [← key]
      calc (μM - μK) * ((M : ℝ) + 1) = ∑ _i ∈ range (M + 1), (μM - μK) := by
            rw [Finset.sum_const, Finset.card_range, nsmul_eq_mul]
            push_cast
            ring
        _ = ∑ i ∈ range (M + 1), (max 0 (μM - e i) - max 0 (μK - e i)) := by
            apply Finset.sum_congr rfl
            intro i hi
            have hi' : i ≤ M := Nat.lt_succ_iff.1 (Finset.mem_range.1 hi)
            have h1 := he (Set.mem_Iio.2 (hi'.trans_lt hMK)) (Set.mem_Iio.2 hMK) hi'
            rw [max_eq_right (by linarith), max_eq_right (by linarith)]
            ring
        _ ≤ ∑ i ∈ range K, (max 0 (μM - e i) - max 0 (μK - e i)) := by
            apply Finset.sum_le_sum_of_subset_of_nonneg
            · intro i hi
              rw [Finset.mem_range] at hi ⊢
              omega
            · intro i _ _
              exact sub_nonneg.2 (max_le_max le_rfl (by linarith))
```

With one subband added, the spill is a single term and the two bounds give an equality.

```lean
/-- For sorted subbands, `D > 0` and `N > 0`, adding the single subband `M` lowers the Fermi
level by exactly `max 0 (μM - e M) / (M + 1)`. -/
theorem one_more_subband {D N : ℝ} (hD : 0 < D) (hN : 0 < N) {e : ℕ → ℝ} {M : ℕ}
    (he : MonotoneOn e (Set.Iio (M + 1))) {μM μ' : ℝ}
    (hM : sheetDensity D e M μM = N) (h' : sheetDensity D e (M + 1) μ' = N) :
    μM - μ' = max 0 (μM - e M) / (M + 1) := by
  obtain ⟨h1, h2⟩ := truncation_error_bounds hD hN he (Nat.lt_succ_self M) hM h'
  have hs : spill e M (M + 1) μM = max 0 (μM - e M) := by
    unfold spill
    rw [Finset.sum_Ico_succ_top le_rfl, Finset.Ico_self, Finset.sum_empty, zero_add]
  rw [hs] at h1 h2
  push_cast at h1
  exact le_antisymm h2 h1
```

**Q:** How does this appear in an actual run?

**A:** In a zero-temperature Schrödinger–Poisson iteration with the current potential held fixed, it tells the solver when to stop adding subbands. The solver computes $M+1$ edges, fills the lowest $M$, and compares $\mu_M$ with $e_M$. In your example, $M=1$ gives $\mu_1=2>e_1=1$, so subband $1$ is added and the level drops by $(2-1)/2$ to $3/2$. Now $3/2\le e_2=2$, and the filling is complete. The charge density goes to the Poisson equation, the edges move, and the comparison is made again.

```lean
/-- With edges `0, 1, 2`, `D = 1` and density `2`, the Fermi level is `2` when only the lowest
subband is kept and `3/2` when all three are. -/
theorem truncation_witness :
    sheetDensity 1 (fun i => (i : ℝ)) 1 2 = 2 ∧
      sheetDensity 1 (fun i => (i : ℝ)) 3 (3 / 2) = 2 := by
  constructor <;> norm_num [sheetDensity, Finset.sum_range_succ, max_def]

end

end SubbandTruncation
```

**Q:** Then my remaining doubts are temperature and self-consistency.

**A:** Both are real limits. At positive temperature every subband holds some electrons, so a sharp test of this kind would be lost. The theorems also compare the two fillings for the same edges, and say nothing about how an error made in one iteration spreads through the next potential. Subbands with different masses would need their own densities of states.

```lean
#print axioms SubbandTruncation.truncation_error_bounds
#print axioms SubbandTruncation.one_more_subband
```

```
'SubbandTruncation.truncation_error_bounds' depends on axioms: [propext, Classical.choice, Quot.sound]
'SubbandTruncation.one_more_subband' depends on axioms: [propext, Classical.choice, Quot.sound]
```
